# McWeeny purification in a non-orthogonal basis rounds occupations in [0,1] other than 1/2, and can change the electron number

Before an energy is evaluated from an approximate one-particle density matrix $P$, an electronic structure program may purify it: it replaces $P$ by $3PSP-2PSPSP$, where $S$ is the overlap matrix of the basis, until $PSP=P$ holds to some tolerance. What this step delivers depends on where the iteration goes. In a finite basis, and for a starting matrix with occupations in $[0,1]$, none equal to $1/2$, it goes to the density matrix in which every orbital more than half occupied is filled and every other one is empty. The number of electrons need not survive.

Let the columns $C_i$ of $C$ be the orbitals, orthonormal in the overlap metric, $C^\dagger SC=1$, and let $x_i$ be their occupations. These are spin-orbital occupations, so a full orbital has $x_i=1$. The finite types `n` and `m` label basis functions and orbitals; $C$ may be rectangular.

```lean
import Mathlib

open Matrix Filter Topology

namespace NonorthogonalPurification

noncomputable section

variable {n m : Type*} [Fintype n] [Fintype m] [DecidableEq m]
```

## Density, purification step and limit

The starting matrix is $P_0=C\,\mathrm{diag}(x)\,C^\dagger$, with real $x_i$.

```lean
/-- The density matrix `C diag(x) Cᴴ` with orbitals the columns of `C` and occupations `x`. -/
def density (C : Matrix n m ℂ) (x : m → ℝ) : Matrix n n ℂ :=
  C * diagonal (fun i => (x i : ℂ)) * Cᴴ
```

One purification step takes any matrix $S$. A physical overlap matrix is Hermitian and positive definite, but the argument uses only $C^\dagger SC=1$.

```lean
/-- One McWeeny purification step `3PSP - 2PSPSP` in a basis with overlap matrix `S`. -/
def purify (S P : Matrix n n ℂ) : Matrix n n ℂ :=
  (3 : ℂ) • (P * S * P) - (2 : ℂ) • (P * S * P * S * P)
```

On a single occupation the same polynomial reads $f(x)=3x^2-2x^3$.

```lean
/-- The purification polynomial `3x² - 2x³` for a single occupation number. -/
def occStep (x : ℝ) : ℝ := 3 * x ^ 2 - 2 * x ^ 3
```

The expected limit is $Q=\sum_{x_i>1/2}C_iC_i^\dagger$. The code calls it `occupiedProjector`. When $C^\dagger SC=1$, the matrix $QS$ is idempotent in the usual sense, while $Q$ itself need not be.

```lean
/-- The sum of `C_i C_iᴴ` over the orbitals whose occupation exceeds one half. -/
def occupiedProjector (C : Matrix n m ℂ) (x : m → ℝ) : Matrix n n ℂ :=
  ∑ i with 1 / 2 < x i, vecMulVec (fun a => C a i) (fun b => star (C b i))
```

## Each occupation evolves on its own

Written out in the basis functions $a$ and $b$, the density matrix is $P_{ab}=\sum_i C_{ai}\,x_i\,C_{bi}^*$.

```lean
omit [Fintype n] in
/-- Each element of the density matrix is a sum over orbitals weighted by occupation. -/
theorem density_apply (C : Matrix n m ℂ) (x : m → ℝ) (a b : n) :
    density C x a b = ∑ i, C a i * (x i : ℂ) * star (C b i) := by
  rw [density, Matrix.mul_apply]
  simp only [Matrix.mul_diagonal, Matrix.conjTranspose_apply]
```

Two densities with the same orbitals multiply through $S$ in a simple way, because $C^\dagger SC$ appears in the middle:
$$C\,\mathrm{diag}(x)\,(C^\dagger SC)\,\mathrm{diag}(y)\,C^\dagger=C\,\mathrm{diag}(x_iy_i)\,C^\dagger .$$
The `calc` block regroups the factors in this way and then inserts the hypothesis `h`.

```lean
/-- For orbitals orthonormal in the metric `S`, the product of two densities through `S`
multiplies their occupations orbital by orbital. -/
theorem density_mul {C : Matrix n m ℂ} {S : Matrix n n ℂ} (h : Cᴴ * S * C = 1)
    (x y : m → ℝ) :
    density C x * S * density C y = density C (fun i => x i * y i) := by
  unfold density
  calc C * diagonal (fun i => (x i : ℂ)) * Cᴴ * S * (C * diagonal (fun i => (y i : ℂ)) * Cᴴ)
      = C * (diagonal (fun i => (x i : ℂ)) * (Cᴴ * S * C) *
          diagonal (fun i => (y i : ℂ))) * Cᴴ := by simp only [Matrix.mul_assoc]
    _ = _ := by
      rw [h, Matrix.mul_one, Matrix.diagonal_mul_diagonal]
      simp only [Complex.ofReal_mul]
```

Hence $PSP$ has occupations $x_i^2$ and $PSPSP$ has $x_i^3$, so one step keeps the orbitals and sends $x_i$ to $f(x_i)$. By induction, $k$ steps apply $f$ to each occupation $k$ times. In the code, `step` compares matrix elements for one step, and `^[k]` denotes $k$-fold iteration.

```lean
/-- For orbitals orthonormal in the metric `S`, purification leaves the orbitals unchanged and
iterates the scalar polynomial on each occupation. -/
theorem purify_iterate {C : Matrix n m ℂ} {S : Matrix n n ℂ} (h : Cᴴ * S * C = 1)
    (x : m → ℝ) (k : ℕ) :
    (purify S)^[k] (density C x) = density C (fun i => occStep^[k] (x i)) := by
  -- a single step, compared element by element
  have step : ∀ y : m → ℝ, purify S (density C y) = density C (fun i => occStep (y i)) := by
    intro y
    rw [purify, density_mul h, density_mul h]
    ext a b
    simp only [Matrix.sub_apply, Matrix.smul_apply, smul_eq_mul, density_apply,
      Finset.mul_sum, ← Finset.sum_sub_distrib]
    refine Finset.sum_congr rfl fun i _ => ?_
    simp only [occStep]
    push_cast
    ring
  induction k with
  | zero => rfl
  | succ k ih =>
    rw [Function.iterate_succ_apply', ih, step]
    simp only [Function.iterate_succ_apply']
```

## Occupations move away from one half

Take an occupation $y$ with $1/2<y\le1$, and let $z$ be its value after $k$ steps. Two factorisations control the next step:
$$f(z)-z=z(1-z)(2z-1),\qquad 1-f(z)=(1-z)^2(1+2z).$$
If $y\le z\le1$, both are non-negative, so $y\le f(z)\le1$. Set $q=(1-y)(1+2y)=1-y(2y-1)$, which satisfies $0\le q<1$. Since
$$q-(1-z)(1+2z)=(z-y)\bigl(2(y+z)-1\bigr)\ge0,$$
the hole obeys $1-f(z)\le q(1-z)$. It starts at $1-y\le1$, so after $k$ steps it is at most $q^k$, and the occupation tends to 1.

Below one half, particle-hole symmetry $f(1-x)=1-f(x)$ turns the statement for $1-x$ into $x\to0$.

In the code, `bound` is the induction, `e1` and `e2` are the signs of the two factorisations, and `e3` to `e5` give the contraction by $q$. The limit then follows by squeezing the occupation between $1-q^k$ and 1.

```lean
/-- An occupation in `[0,1]` other than one half is driven to one if it lies above one half,
and to zero if it lies below. -/
theorem occStep_tendsto {x : ℝ} (h0 : 0 ≤ x) (h1 : x ≤ 1) (hx : x ≠ 1 / 2) :
    Tendsto (fun k => occStep^[k] x) atTop (𝓝 (if 1 / 2 < x then 1 else 0)) := by
  -- above one half the hole `1 - y` shrinks at least geometrically
  have key : ∀ y : ℝ, 1 / 2 < y → y ≤ 1 →
      Tendsto (fun k => occStep^[k] y) atTop (𝓝 1) := by
    intro y hy hy1
    obtain ⟨q, hq⟩ : ∃ q, q = (1 - y) * (1 + 2 * y) := ⟨_, rfl⟩
    have q0 : 0 ≤ q := by
      rw [hq]
      exact mul_nonneg (by linarith) (by linarith)
    have q1 : q < 1 := by nlinarith
    have bound : ∀ k : ℕ, y ≤ occStep^[k] y ∧ occStep^[k] y ≤ 1 ∧
        1 - occStep^[k] y ≤ q ^ k := by
      intro k
      induction k with
      | zero =>
        simp only [Function.iterate_zero, id_eq, pow_zero]
        exact ⟨le_refl _, hy1, by linarith⟩
      | succ k ih =>
        rw [Function.iterate_succ_apply']
        obtain ⟨a, b, c⟩ := ih
        generalize occStep^[k] y = z at a b c ⊢
        have e1 : 0 ≤ z * (1 - z) * (2 * z - 1) :=
          mul_nonneg (mul_nonneg (by linarith) (by linarith)) (by linarith)
        have e2 : 0 ≤ (1 - z) ^ 2 * (1 + 2 * z) :=
          mul_nonneg (sq_nonneg _) (by linarith)
        have e3 : 0 ≤ (z - y) * (2 * (y + z) - 1) :=
          mul_nonneg (by linarith) (by linarith)
        have e4 : (1 - z) * ((1 - z) * (1 + 2 * z)) ≤ (1 - z) * q :=
          mul_le_mul_of_nonneg_left (by rw [hq]; linarith) (by linarith)
        have e5 : (1 - z) * q ≤ q ^ k * q := mul_le_mul_of_nonneg_right c q0
        refine ⟨?_, ?_, ?_⟩
        · unfold occStep; linarith
        · unfold occStep; linarith
        · rw [pow_succ]; unfold occStep; linarith
    have lim : Tendsto (fun k : ℕ => 1 - q ^ k) atTop (𝓝 1) := by
      simpa using (tendsto_pow_atTop_nhds_zero_of_lt_one q0 q1).const_sub 1
    exact tendsto_of_tendsto_of_tendsto_of_le_of_le lim tendsto_const_nhds
      (fun k => by have := (bound k).2.2; simp only; linarith) (fun k => (bound k).2.1)
  split_ifs with hlt
  · exact key x hlt h1
  · -- particle-hole symmetry carries the result below one half
    have symm : ∀ k : ℕ, occStep^[k] (1 - x) = 1 - occStep^[k] x := by
      intro k
      induction k with
      | zero => rfl
      | succ k ih =>
        rw [Function.iterate_succ_apply', Function.iterate_succ_apply', ih]
        unfold occStep
        ring
    have hlt' : x < 1 / 2 := lt_of_le_of_ne (not_lt.mp hlt) hx
    have lim := (key (1 - x) (by linarith) (by linarith)).const_sub 1
    simpa [symm] using lim
```

## The matrix converges

The matrix $Q$ is itself a density with the original orbitals, with occupations 1 above one half and 0 otherwise.

```lean
omit [Fintype n] in
/-- The sum of `C_i C_iᴴ` over the orbitals with occupation above one half is the density matrix
with these occupations set to one and the others to zero. -/
theorem occupiedProjector_eq (C : Matrix n m ℂ) (x : m → ℝ) :
    occupiedProjector C x = density C (fun i => if 1 / 2 < x i then 1 else 0) := by
  ext a b
  rw [occupiedProjector, Matrix.sum_apply, density_apply, Finset.sum_filter]
  refine Finset.sum_congr rfl fun i _ => ?_
  split_ifs <;> simp [Matrix.vecMulVec_apply]
```

The map from occupations to $C\,\mathrm{diag}(x)\,C^\dagger$ is continuous, so convergence of the finitely many occupations gives convergence of the matrix, element by element. The product rule gives $QSQ=Q$, because $0^2=0$ and $1^2=1$.

A simple case has one basis function with overlap $s>0$ and one orbital. Then $P_0=x/s$, and the iterates tend to $1/s$ if $1/2<x\le1$ and to 0 if $0\le x<1/2$.

```lean
/-- For orbitals orthonormal in the metric `S` and occupations in `[0,1]`, none equal to one
half, purification converges to the sum of `C_i C_iᴴ` over occupations above one half, and this
limit `Q` satisfies `QSQ = Q`. -/
theorem purification_converges {C : Matrix n m ℂ} {S : Matrix n n ℂ} (h : Cᴴ * S * C = 1)
    {x : m → ℝ} (hx : ∀ i, 0 ≤ x i ∧ x i ≤ 1 ∧ x i ≠ 1 / 2) :
    Tendsto (fun k => (purify S)^[k] (density C x)) atTop (𝓝 (occupiedProjector C x)) ∧
      occupiedProjector C x * S * occupiedProjector C x = occupiedProjector C x := by
  rw [occupiedProjector_eq]
  constructor
  · -- the density matrix depends continuously on the occupations
    have hc : Continuous (fun y : m → ℝ => density C y) :=
      (continuous_const.matrix_mul (Continuous.matrix_diagonal
        (continuous_pi fun i => Complex.continuous_ofReal.comp (continuous_apply i)))).matrix_mul
        continuous_const
    have lim : Tendsto (fun (k : ℕ) (i : m) => occStep^[k] (x i)) atTop
        (𝓝 (fun i => if 1 / 2 < x i then 1 else 0)) :=
      tendsto_pi_nhds.2 fun i => occStep_tendsto (hx i).1 (hx i).2.1 (hx i).2.2
    simp only [purify_iterate h]
    exact (hc.tendsto _).comp lim
  · rw [density_mul h]
    congr 1
    funext i
    split_ifs <;> simp
```

The theorem describes the iteration in exact arithmetic. A program that also discards small matrix elements after each multiplication can follow a different sequence, and the theorem gives no error estimate for it.

## The electron number follows the rounding

Cyclicity of the trace gives
$$\mathrm{tr}(PS)=\mathrm{tr}\bigl(\mathrm{diag}(x)\,C^\dagger SC\bigr)=\sum_i x_i .$$
This is the electron number at the start. Because the trace is continuous, its limit is $\mathrm{tr}(QS)$, the number of orbitals with $x_i>1/2$. Lean states both values as complex numbers, since the matrices are complex.

```lean
/-- For orbitals orthonormal in the metric `S` and occupations in `[0,1]`, none equal to one half,
the electron number `tr(PS)` starts at the sum of the occupations and tends under purification to
the number of orbitals with occupation above one half. -/
theorem electron_number {C : Matrix n m ℂ} {S : Matrix n n ℂ} (h : Cᴴ * S * C = 1)
    {x : m → ℝ} (hx : ∀ i, 0 ≤ x i ∧ x i ≤ 1 ∧ x i ≠ 1 / 2) :
    (density C x * S).trace = ((∑ i, x i : ℝ) : ℂ) ∧
      Tendsto (fun k => ((purify S)^[k] (density C x) * S).trace) atTop
        (𝓝 ((Finset.univ.filter (fun i => 1 / 2 < x i)).card : ℂ)) := by
  -- cyclicity of the trace brings the orbitals together around `S`
  have tr : ∀ y : m → ℝ, (density C y * S).trace = ((∑ i, y i : ℝ) : ℂ) := by
    intro y
    have e : density C y * S = C * (diagonal (fun i => (y i : ℂ)) * (Cᴴ * S)) := by
      simp only [density, Matrix.mul_assoc]
    rw [e, Matrix.trace_mul_comm, Matrix.mul_assoc, h, Matrix.mul_one, Matrix.trace_diagonal,
      Complex.ofReal_sum]
  refine ⟨tr x, ?_⟩
  have hc : Continuous (fun P : Matrix n n ℂ => (P * S).trace) :=
    (continuous_id.matrix_mul continuous_const).matrix_trace
  have lim := (hc.tendsto _).comp (purification_converges h hx).1
  rw [occupiedProjector_eq, tr, Finset.sum_boole, Complex.ofReal_natCast] at lim
  exact lim
```

Occupations $3/5$, $3/5$ and $4/5$ add up to 2, but all three exceed one half, so the electron number tends to 3. The first step already gives $0.648+0.648+0.896=2.192$. This happens for every $S$ and every three orbitals orthonormal in it. A small idempotency error $PSP-P$ therefore does not guarantee the intended electron number; evaluating $\mathrm{tr}(PS)$ checks it directly.

```lean
/-- Three orbitals orthonormal in the metric `S` with occupations 3/5, 3/5 and 4/5 hold two
electrons, but under purification the electron number tends to three. -/
theorem two_electrons_become_three {C : Matrix n (Fin 3) ℂ} {S : Matrix n n ℂ}
    (h : Cᴴ * S * C = 1) :
    (density C ![3 / 5, 3 / 5, 4 / 5] * S).trace = 2 ∧
      Tendsto (fun k => ((purify S)^[k] (density C ![3 / 5, 3 / 5, 4 / 5]) * S).trace) atTop
        (𝓝 3) := by
  have hx : ∀ i, 1 / 2 < (![3 / 5, 3 / 5, 4 / 5] : Fin 3 → ℝ) i ∧
      (![3 / 5, 3 / 5, 4 / 5] : Fin 3 → ℝ) i ≤ 1 := by
    intro i
    fin_cases i <;> norm_num
  have hs : ∑ i, (![3 / 5, 3 / 5, 4 / 5] : Fin 3 → ℝ) i = 2 := by
    norm_num [Fin.sum_univ_succ]
  obtain ⟨start, lim⟩ := electron_number h
    (fun i => ⟨by linarith [(hx i).1], (hx i).2, ne_of_gt (hx i).1⟩)
  rw [hs] at start
  rw [Finset.filter_true_of_mem (fun i _ => (hx i).1)] at lim
  exact ⟨by simpa using start, by simpa using lim⟩
```

## An orbital at exactly one half stays there

Since $f(1/2)=1/2$, a half-filled orbital never moves in exact arithmetic. Its occupation is read off as the diagonal element $(C^\dagger SPSC)_{ii}$, which equals $x_i$ for $P=C\,\mathrm{diag}(x)\,C^\dagger$. The matrix $Q$ would give this orbital occupation 0, so convergence to $Q$ fails if the value $1/2$ is allowed. The other occupations may be any real numbers here. The fixed point is unstable: $f'(1/2)=3/2$, so a small numerical error in this occupation grows by a factor of about $3/2$ per step at first, and a computed occupation can leave one half.

```lean
/-- For orbitals orthonormal in the metric `S`, an orbital with occupation exactly one half
keeps that occupation at every purification step. -/
theorem half_occupation_persists {C : Matrix n m ℂ} {S : Matrix n n ℂ} (h : Cᴴ * S * C = 1)
    {x : m → ℝ} {i : m} (hi : x i = 1 / 2) (k : ℕ) :
    (Cᴴ * S * (purify S)^[k] (density C x) * S * C) i i = 1 / 2 := by
  have e : ∀ y : m → ℝ, Cᴴ * S * density C y * S * C = diagonal (fun j => (y j : ℂ)) := by
    intro y
    calc Cᴴ * S * density C y * S * C
        = (Cᴴ * S * C) * diagonal (fun j => (y j : ℂ)) * (Cᴴ * S * C) := by
          simp only [density, Matrix.mul_assoc]
      _ = _ := by rw [h, Matrix.one_mul, Matrix.mul_one]
  have fixed : occStep (1 / 2) = 1 / 2 := by norm_num [occStep]
  rw [purify_iterate h, e, Matrix.diagonal_apply_eq, hi, Function.iterate_fixed fixed]
  norm_num
```

## Two overlapping functions with orthonormal orbitals

For two normalised basis functions with overlap $3/5$, the orbitals $(1,0)$ and $(-3/4,5/4)$ satisfy $C^\dagger SC=1$. Their mutual overlap is $-\tfrac34+\tfrac35\cdot\tfrac54=0$, and the second has norm squared $\tfrac{9}{16}+\tfrac{25}{16}-\tfrac{18}{16}=1$. The orthonormality condition is thus met in a basis that is not orthogonal. Adding a third normalised function orthogonal to both gives a setting for the three-orbital example.

```lean
/-- Two basis functions with overlap 3/5 admit the orbitals `(1, 0)` and `(-3/4, 5/4)`, which
are orthonormal in the overlap metric. -/
theorem orthonormal_orbitals_witness :
    (!![1, -3 / 4; 0, 5 / 4] : Matrix (Fin 2) (Fin 2) ℂ)ᴴ * !![1, 3 / 5; 3 / 5, 1] *
      !![1, -3 / 4; 0, 5 / 4] = 1 := by
  have e : (!![1, -3 / 4; 0, 5 / 4] : Matrix (Fin 2) (Fin 2) ℂ)ᴴ =
      !![1, 0; -3 / 4, 5 / 4] := by
    ext i j
    fin_cases i <;> fin_cases j <;> simp [Matrix.conjTranspose_apply]
  rw [e]
  ext i j
  fin_cases i <;> fin_cases j <;> norm_num [Matrix.mul_apply, Fin.sum_univ_succ]

end

end NonorthogonalPurification
```

```lean
#print axioms NonorthogonalPurification.electron_number
#print axioms NonorthogonalPurification.two_electrons_become_three
#print axioms NonorthogonalPurification.half_occupation_persists
```

```
'NonorthogonalPurification.electron_number' depends on axioms: [propext, Classical.choice, Quot.sound]
'NonorthogonalPurification.two_electrons_become_three' depends on axioms: [propext, Classical.choice, Quot.sound]
'NonorthogonalPurification.half_occupation_persists' depends on axioms: [propext, Classical.choice, Quot.sound]
```
